# For positive semidefinite occupation matrices and J > 0, the unlike-spin energy J Tr(AB) is nonnegative and vanishes exactly when the occupied subspaces are orthogonal

Q: On a transition-metal site, electrons of opposite spin may sit in the same localized orbitals or in different ones. DFT+U+J adds an energy $J\,\mathrm{Tr}(AB)$ that is said to penalise only the first case. Before I judge that, what exactly are $A$, $B$ and $J$?

A: $A$ and $B$ are the spin-up and spin-down occupation matrices of one site, usually written $n^\uparrow$ and $n^\downarrow$. For localized orbitals $\phi_m$ and Kohn–Sham states $\psi_k^\uparrow$ with occupations $f_k^\uparrow$,

$$A_{mm'}=\sum_k f_k^\uparrow\,\langle\phi_m|\psi_k^\uparrow\rangle\langle\psi_k^\uparrow|\phi_{m'}\rangle ,$$

and $B$ is the same with the other spin. The number $J$ is the exchange parameter of the site, which sets the strength of the coupling between its two spin populations. It enters as a given real constant. If your functional carries $\tfrac{J}{2}\mathrm{Tr}(n^\sigma n^{-\sigma})$ summed over both spins $\sigma$, the sum is $J\,\mathrm{Tr}(AB)$.

In the Lean code the letter `n` is not an occupation. It is the finite set of labels $m$ of the localized orbitals, of any size.

```lean
import Mathlib

open Matrix
open scoped ComplexOrder

namespace UnlikeSpinPenalty

noncomputable section

variable {n : Type*} [Fintype n] [DecidableEq n]
```

The energy is then written down directly.

```lean
/-- The unlike-spin term `J Tr(AB)` of the DFT+U+J functional, for the occupation matrices
`A` and `B` of the two spins. -/
def unlikeSpinEnergy (J : ℝ) (A B : Matrix n n ℂ) : ℂ :=
  (J : ℂ) * trace (A * B)
```

Q: Why is the energy a complex number? An energy is real.

A: It is real, but that deserves a proof. The trace of a product of complex matrices is in general complex, so `unlikeSpinEnergy` has values in `ℂ`, and a theorem shows that the imaginary part is zero. Taking the real part in the definition would have hidden the question.

Q: And "sharing orbitals"? That is a phrase, not a quantity.

A: It becomes a condition on ranges. The range of $A$ is the set of all vectors $Ax$. For a positive semidefinite $A$ it is spanned by the eigenvectors with nonzero eigenvalue, that is, by the natural orbitals of the site that hold some spin-up charge. The spins share no orbitals when every vector in the range of $A$ is orthogonal to every vector in the range of $B$:

$$\langle Ax,By\rangle=\sum_i \overline{(Ax)_i}\,(By)_i=0\quad\text{for all }x,y .$$

```lean
/-- The two spins share no orbitals: every vector in the range of `A` is orthogonal to every
vector in the range of `B`. -/
def ShareNoOrbitals (A B : Matrix n n ℂ) : Prop :=
  ∀ x y : n → ℂ, star (A *ᵥ x) ⬝ᵥ (B *ᵥ y) = 0
```

Here `*ᵥ` applies a matrix to a vector, `⬝ᵥ` is the sum of products of components without conjugation, and `star` supplies the conjugation on the left.

Q: I would have said that two spins share an orbital when both have a nonzero diagonal occupation in it.

A: That depends on the basis. Take two orbitals, with one spin-up electron in $(\phi_1+\phi_2)/\sqrt2$ and one spin-down electron in $(\phi_1-\phi_2)/\sqrt2$. All four diagonal occupations are $1/2$, yet the two states are orthogonal, and the trace is zero. The energy responds to the overlap of the occupied subspaces, so an "orbital" in `ShareNoOrbitals` may be any linear combination of the $\phi_m$.

Q: Fine. Now show me why the trace cannot be negative. A product of two Hermitian matrices need not even be Hermitian.

A: Indeed, so one doesn't argue with $AB$ itself. First factorise each matrix. Since $A$ is Hermitian, $A=U\Lambda U^\dagger$ with $U$ unitary and $\Lambda$ the diagonal matrix of eigenvalues $\lambda_i$. Since $A$ is positive semidefinite, $\lambda_i\ge 0$, and $D=\mathrm{diag}(\sqrt{\lambda_i})$ is real. With $X=DU^\dagger$,

$$X^\dagger X=UD^\dagger D\,U^\dagger=U\Lambda U^\dagger=A .$$

```lean
/-- A positive semidefinite occupation matrix factorises as `A = X†X`. -/
theorem exists_factor {A : Matrix n n ℂ} (hA : A.PosSemidef) :
    ∃ X : Matrix n n ℂ, A = Xᴴ * X := by
  have h := hA.isHermitian.spectral_theorem
  rw [Unitary.conjStarAlgAut_apply] at h
  let U : Matrix n n ℂ := hA.isHermitian.eigenvectorUnitary
  let D : Matrix n n ℂ :=
    diagonal (fun i => ((Real.sqrt (hA.isHermitian.eigenvalues i) : ℝ) : ℂ))
  -- the square roots of the occupations multiply back to the occupations
  have hD : diagonal (RCLike.ofReal ∘ hA.isHermitian.eigenvalues) = Dᴴ * D := by
    simp only [D, diagonal_conjTranspose, diagonal_mul_diagonal]
    congr 1
    funext i
    simp only [Function.comp_apply, Pi.star_apply, Complex.star_def, Complex.conj_ofReal]
    rw [← Complex.ofReal_mul, Real.mul_self_sqrt (hA.eigenvalues_nonneg i)]
    rfl
  refine ⟨D * Uᴴ, ?_⟩
  calc A = U * diagonal (RCLike.ofReal ∘ hA.isHermitian.eigenvalues) * Uᴴ := h
    _ = (D * Uᴴ)ᴴ * (D * Uᴴ) := by
      rw [hD, conjTranspose_mul, conjTranspose_conjTranspose]
      simp only [Matrix.mul_assoc]
```

The step `hD` is the identity $\Lambda=D^\dagger D$, and it is where nonnegative eigenvalues are used: the square root of $\lambda_i$ squares back to $\lambda_i$ only then. The `calc` block at the end is the displayed line read from right to left.

Q: So $A=X^\dagger X$ and $B=Y^\dagger Y$. What does the trace become?

A: Move $X^\dagger$ from the front to the back by cyclicity and set $M=XY^\dagger$, so that $M^\dagger=YX^\dagger$:

$$\mathrm{Tr}(X^\dagger X\,Y^\dagger Y)=\mathrm{Tr}(XY^\dagger\,YX^\dagger)=\mathrm{Tr}(MM^\dagger)=\sum_{i,j}M_{ij}\overline{M_{ij}}=\sum_{i,j}|M_{ij}|^2 .$$

```lean
omit [DecidableEq n] in
/-- For factorised occupation matrices `X†X` and `Y†Y`, the trace of the product is the sum of
the squared moduli of the entries of `XY†`. -/
theorem trace_factored (X Y : Matrix n n ℂ) :
    trace (Xᴴ * X * (Yᴴ * Y)) =
      ((∑ i, ∑ j, Complex.normSq ((X * Yᴴ) i j) : ℝ) : ℂ) := by
  have hM : ∀ M : Matrix n n ℂ,
      trace (M * Mᴴ) = ((∑ i, ∑ j, Complex.normSq (M i j) : ℝ) : ℂ) := by
    intro M
    simp [Matrix.trace, Matrix.mul_apply, Complex.mul_conj]
  rw [← hM, conjTranspose_mul, conjTranspose_conjTranspose, Matrix.mul_assoc,
    trace_mul_comm]
  simp only [Matrix.mul_assoc]
```

The inner statement `hM` is the last part of this chain, for an arbitrary $M$, and `trace_mul_comm` is the cyclic move. `Complex.normSq` is the squared modulus. The right-hand side is a real sum regarded as a complex number, which already contains the reality of the trace.

Q: Then the sign is immediate.

A: Yes. A real number has no imaginary part, and a sum of squared moduli is not negative.

```lean
/-- For positive semidefinite occupation matrices, `Tr(AB)` is real and nonnegative. -/
theorem trace_real_nonneg {A B : Matrix n n ℂ} (hA : A.PosSemidef) (hB : B.PosSemidef) :
    (trace (A * B)).im = 0 ∧ 0 ≤ (trace (A * B)).re := by
  obtain ⟨X, rfl⟩ := exists_factor hA
  obtain ⟨Y, rfl⟩ := exists_factor hB
  rw [trace_factored]
  refine ⟨Complex.ofReal_im _, ?_⟩
  rw [Complex.ofReal_re]
  exact Finset.sum_nonneg fun i _ => Finset.sum_nonneg fun j _ => Complex.normSq_nonneg _
```

The two `obtain` lines replace $A$ and $B$ by their factorised forms. After that the trace formula gives both parts.

Q: Nonnegative is the easy half. Why should a zero trace force the whole matrix $AB$ to vanish? A zero trace normally says very little.

A: It says a great deal about a sum of squares. If $\sum_{i,j}|M_{ij}|^2=0$, every $M_{ij}$ is zero, so $M=0$. Regrouping the product gives

$$AB=X^\dagger X\,Y^\dagger Y=X^\dagger (XY^\dagger)\,Y=X^\dagger M\,Y=0 .$$

Conversely, if $AB=0$, its trace is zero.

```lean
/-- For positive semidefinite occupation matrices, `Tr(AB)` vanishes exactly when `AB = 0`. -/
theorem trace_eq_zero_iff {A B : Matrix n n ℂ} (hA : A.PosSemidef) (hB : B.PosSemidef) :
    trace (A * B) = 0 ↔ A * B = 0 := by
  refine ⟨fun h => ?_, fun h => by rw [h, trace_zero]⟩
  obtain ⟨X, rfl⟩ := exists_factor hA
  obtain ⟨Y, rfl⟩ := exists_factor hB
  rw [trace_factored, Complex.ofReal_eq_zero] at h
  -- a vanishing sum of squared moduli forces every entry of `XY†` to vanish
  have hM : X * Yᴴ = 0 := by
    ext i j
    have hi := (Finset.sum_eq_zero_iff_of_nonneg (fun i _ =>
      Finset.sum_nonneg fun j _ => Complex.normSq_nonneg ((X * Yᴴ) i j))).mp h i
      (Finset.mem_univ i)
    have hij := (Finset.sum_eq_zero_iff_of_nonneg (fun j _ =>
      Complex.normSq_nonneg ((X * Yᴴ) i j))).mp hi j (Finset.mem_univ j)
    exact Complex.normSq_eq_zero.mp hij
  calc Xᴴ * X * (Yᴴ * Y) = Xᴴ * (X * Yᴴ) * Y := by simp only [Matrix.mul_assoc]
    _ = 0 := by rw [hM, Matrix.mul_zero, Matrix.zero_mul]
```

The lemma `Finset.sum_eq_zero_iff_of_nonneg` is applied twice: `hi` shows that row $i$ contributes zero, and `hij` that the entry in column $j$ of that row does. The closing `calc` is the regrouping.

Q: I still have a matrix equation, $AB=0$, and you promised me orthogonal subspaces.

A: For that, move $A$ across the inner product. Because $A^\dagger=A$,

$$\langle Ax,By\rangle=x^\dagger A^\dagger By=x^\dagger(AB)y=\langle x,ABy\rangle .$$

If $AB=0$, the right side is zero for all $x$ and $y$, so the ranges are orthogonal. If the ranges are orthogonal, choose $x=ABy$. Then $\|ABy\|^2=0$, hence $ABy=0$ for every $y$. Taking for $y$ the $j$-th basis vector shows that column $j$ of $AB$ is zero, and this holds for every $j$.

```lean
/-- For a Hermitian matrix `A`, the product `AB` vanishes exactly when the two spins share no
orbitals. -/
theorem mul_eq_zero_iff_shareNoOrbitals {A : Matrix n n ℂ} (hA : A.IsHermitian)
    (B : Matrix n n ℂ) : A * B = 0 ↔ ShareNoOrbitals A B := by
  -- move `A` to the other side of the inner product
  have key : ∀ x y : n → ℂ,
      star (A *ᵥ x) ⬝ᵥ (B *ᵥ y) = star x ⬝ᵥ ((A * B) *ᵥ y) := by
    intro x y
    rw [Matrix.star_mulVec, hA.eq, ← Matrix.dotProduct_mulVec, Matrix.mulVec_mulVec]
  constructor
  · intro h x y
    rw [key, h, Matrix.zero_mulVec, dotProduct_zero]
  · intro h
    have hy : ∀ y : n → ℂ, (A * B) *ᵥ y = 0 := fun y =>
      dotProduct_star_self_eq_zero.mp ((key _ y).symm.trans (h ((A * B) *ᵥ y) y))
    ext i j
    have hij := congrFun (hy (Pi.single j 1)) i
    simpa using hij
```

The statement `key` is the displayed identity. The choice $x=ABy$ appears as `h ((A * B) *ᵥ y) y`, and `Pi.single j 1` is the $j$-th basis vector. This lemma asks only that $A$ be Hermitian and puts no condition on $B$.

Q: Now put it together, and tell me what is assumed.

A: The assumptions are $J>0$ and that both matrices are positive semidefinite. The conclusion has three parts: the energy has zero imaginary part, its real part is nonnegative, and the energy is zero if and only if the spins share no orbitals.

```lean
/-- For `J > 0` and positive semidefinite occupation matrices, the unlike-spin energy is real
and nonnegative, and it vanishes exactly when the two spins share no orbitals. -/
theorem unlikeSpinEnergy_penalty {J : ℝ} (hJ : 0 < J) {A B : Matrix n n ℂ}
    (hA : A.PosSemidef) (hB : B.PosSemidef) :
    (unlikeSpinEnergy J A B).im = 0 ∧ 0 ≤ (unlikeSpinEnergy J A B).re ∧
      (unlikeSpinEnergy J A B = 0 ↔ ShareNoOrbitals A B) := by
  obtain ⟨him, hre⟩ := trace_real_nonneg hA hB
  refine ⟨?_, ?_, ?_⟩
  · rw [unlikeSpinEnergy, Complex.im_ofReal_mul, him, mul_zero]
  · rw [unlikeSpinEnergy, Complex.re_ofReal_mul]
    exact mul_nonneg hJ.le hre
  · have hJ' : (J : ℂ) ≠ 0 := Complex.ofReal_ne_zero.mpr hJ.ne'
    rw [← mul_eq_zero_iff_shareNoOrbitals hA.isHermitian B, ← trace_eq_zero_iff hA hB,
      unlikeSpinEnergy, mul_eq_zero, or_iff_right hJ']
```

Multiplying the trace by the real number $J$ keeps it real, and $J\ge0$ keeps it nonnegative. For the last part $J\neq0$ is what matters: $J\,\mathrm{Tr}(AB)=0$ then means $\mathrm{Tr}(AB)=0$, which means $AB=0$, which means orthogonal ranges. The final `rw` goes through these equivalences.

Q: Are my occupation matrices really positive semidefinite, or is that a convenient wish?

A: `PosSemidef` means that the matrix is Hermitian and that $x^\dagger Ax\ge0$ for every $x$. From the formula for $A_{mm'}$,

$$x^\dagger Ax=\sum_k f_k^\uparrow\,\Bigl|\sum_m \overline{x_m}\,\langle\phi_m|\psi_k^\uparrow\rangle\Bigr|^2 ,$$

which is nonnegative whenever all $f_k^\uparrow\ge0$. Fermi–Dirac occupations satisfy this. Methfessel–Paxton smearing can produce slightly negative $f_k^\uparrow$, and then the hypothesis has to be checked. The upper bound of one electron per spin orbital is never used.

Q: So where could the physics still slip away from the theorem?

A: In the inner product. The theorem compares vectors of components, and their orthogonality is guaranteed to mean orthogonality in space, within the localized subspace, when the $\phi_m$ are orthonormal and the same set serves both spins. For a general choice of $\phi_m$ the two notions can differ. No hypothesis in the code expresses this, so it has to come from the choice of projectors. Even then, the statement concerns the parts of the Kohn–Sham states that lie in the localized subspace. Two states may overlap elsewhere in the crystal without any cost from this term.

Q: Give me a case where I can see how large the penalty is, and not only whether it is there.

A: Put one electron of each spin on the site, in normalised orbitals $u$ and $v$. The occupation matrices are the projectors $A_{ij}=u_i\overline{u_j}$ and $B_{ij}=v_i\overline{v_j}$, and

$$\mathrm{Tr}(AB)=\sum_{i,j}u_i\overline{u_j}\,v_j\overline{v_i}=\Bigl(\sum_j\overline{u_j}v_j\Bigr)\Bigl(\sum_i u_i\overline{v_i}\Bigr)=|\langle u,v\rangle|^2 .$$

The energy is $J|\langle u,v\rangle|^2$: it equals $J$ when both electrons are in the same orbital and zero when the orbitals are orthogonal.

```lean
omit [DecidableEq n] in
/-- With one spin occupying the orbital `u` and the other the orbital `v`, the unlike-spin
energy is `J` times the squared modulus of the overlap of `u` and `v`. -/
theorem unlikeSpinEnergy_single_orbitals (J : ℝ) (u v : n → ℂ) :
    unlikeSpinEnergy J (vecMulVec u (star u)) (vecMulVec v (star v)) =
      (J : ℂ) * (Complex.normSq (star u ⬝ᵥ v) : ℂ) := by
  rw [unlikeSpinEnergy, ← Complex.mul_conj, mul_comm (star u ⬝ᵥ v)]
  congr 1
  simp only [Matrix.trace, Matrix.diag_apply, Matrix.mul_apply, vecMulVec_apply, dotProduct,
    map_sum, Finset.sum_mul_sum]
  refine Finset.sum_congr rfl fun i _ => Finset.sum_congr rfl fun j _ => ?_
  simp only [Pi.star_apply, Complex.star_def, map_mul, Complex.conj_conj]
  ring
```

`vecMulVec u (star u)` is the matrix $u_i\overline{u_j}$. The code doesn't require normalised vectors, and for general nonzero $u$ and $v$ the result is $\|u\|^2\|v\|^2$ times the normalised value, as for occupations $\|u\|^2$ and $\|v\|^2$. The proof expands both sides into double sums and compares them term by term. The formula holds for every real $J$.

Q: Last doubt. Would it do if only one of the two matrices were positive semidefinite?

A: No. Take two orbitals, $A=1$ and $B=\mathrm{diag}(1,-1)$. Then $AB=B\neq0$, but its trace is $1-1=0$. The matrix $B$ is Hermitian with eigenvalue $-1$, so a negative occupation can cancel a positive one and hide the overlap.

```lean
/-- Positivity of one matrix alone is not enough: for `A = 1` and the indefinite matrix
`B = diag(1, -1)`, the trace of `AB` vanishes although `AB` does not. -/
theorem positivity_needed :
    (1 : Matrix (Fin 2) (Fin 2) ℂ).PosSemidef ∧
      trace ((1 : Matrix (Fin 2) (Fin 2) ℂ) * !![1, 0; 0, -1]) = 0 ∧
      (1 : Matrix (Fin 2) (Fin 2) ℂ) * !![1, 0; 0, -1] ≠ 0 := by
  refine ⟨Matrix.PosSemidef.one, ?_, ?_⟩
  · rw [Matrix.one_mul, Matrix.trace_fin_two]
    simp
  · intro h
    rw [Matrix.one_mul] at h
    have h00 := congrFun (congrFun h 0) 0
    simp at h00

end

end UnlikeSpinPenalty
```

The name `positivity_needed` should be read in this sense: with $A$ positive semidefinite, it is not enough that $B$ is Hermitian. The trace is computed from the two diagonal entries, and the upper left entry, which is 1, shows that the product is not zero.

Q: What may I take from this into a DFT+U+J calculation?

A: For one site with $J>0$ and given positive semidefinite occupation matrices, this term never lowers the energy, and it adds nothing when the two spins occupy orthogonal subspaces. How the self-consistent density responds depends on the rest of the functional as well.

```lean
#print axioms UnlikeSpinPenalty.unlikeSpinEnergy_penalty
-- 'UnlikeSpinPenalty.unlikeSpinEnergy_penalty' depends on axioms: [propext, Classical.choice, Quot.sound]
#print axioms UnlikeSpinPenalty.unlikeSpinEnergy_single_orbitals
-- 'UnlikeSpinPenalty.unlikeSpinEnergy_single_orbitals' depends on axioms: [propext, Classical.choice, Quot.sound]
#print axioms UnlikeSpinPenalty.positivity_needed
-- 'UnlikeSpinPenalty.positivity_needed' depends on axioms: [propext, Classical.choice, Quot.sound]
```
